# At a real symmetric projector D, the map X ↦ [D,[D,X]] projects symmetric matrices orthogonally onto the tangent directions

Take a gradient step D − sF from an idempotent density matrix D, with F the Fock matrix, and the result is in general no longer idempotent: its eigenvalues, the occupation numbers, leave 0 and 1. For a step s in a direction X, the error is

(D + sX)² − (D + sX) = s(DX + XD − X) + s²X².

The first-order part vanishes only if DX + XD = X. The raw F usually violates this condition, and it does not vanish at a converged solution either. Both defects are removed by replacing F with [D,[D,F]], where [A,B] = AB − BA. The second-order error s²X² remains, so the new step preserves idempotency only to first order in s.

## Density matrices, directions and rotations

Matrices are real, with rows and columns labelled by a finite type `n`, the basis functions.

```lean
import Mathlib

open Matrix

namespace DensityManifold

noncomputable section

variable {n : Type*} [Fintype n] [DecidableEq n]
```

A density matrix is a symmetric projector:

Dᵀ = D, D² = D.

This describes integer occupations in an orthonormal basis of real orbitals, for spin orbitals or one spin channel. Fractional occupations, complex orbitals and a non-trivial overlap matrix are not covered. The particle number tr D is not prescribed.

```lean
/-- A real density matrix of idempotent type: a symmetric projector. -/
structure IsDensity (D : Matrix n n ℝ) : Prop where
  transpose_eq : Dᵀ = D
  idem : D * D = D
```

A tangent direction is a symmetric X that preserves idempotency to first order:

Xᵀ = X, DX + XD = X.

```lean
/-- A tangent direction at `D`: a symmetric `X` with `D X + X D = X`. -/
structure IsTangent (D X : Matrix n n ℝ) : Prop where
  transpose_eq : Xᵀ = X
  anticomm : D * X + X * D = X
```

The commutator is defined for any two matrices.

```lean
/-- The commutator `[A, B] = A B - B A`. -/
def comm (A B : Matrix n n ℝ) : Matrix n n ℝ := A * B - B * A
```

Write P(X) = [D,[D,X]]. In Lean this is `tangentProj D X`.

```lean
/-- The double commutator `[D, [D, X]]`. -/
def tangentProj (D X : Matrix n n ℝ) : Matrix n n ℝ := comm D (comm D X)
```

An orbital rotation exp(tK), with K antisymmetric, carries D along the curve

γ(t) = exp(tK) D exp(−tK).

The definition accepts any K; antisymmetry enters later as a hypothesis.

```lean
/-- The conjugation of `D` by `exp(t K)`, which is a rotation when `K` is antisymmetric:
`exp(t K) D exp(-t K)`. -/
def rotated (D K : Matrix n n ℝ) (t : ℝ) : Matrix n n ℝ :=
  NormedSpace.exp (t • K) * D * NormedSpace.exp (t • (-K))
```

## The double commutator as a projection

Expanding the commutators gives D²X + XD² − 2DXD, and D² = D turns this into

P(X) = DX + XD − 2DXD.

In the proof, `noncomm_ring` does the expansion and the rewrite with `h` uses idempotency.

```lean
/-- For an idempotent `D`, the double commutator is `D X + X D - 2 D X D`. -/
theorem tangentProj_eq {D : Matrix n n ℝ} (h : D * D = D) (X : Matrix n n ℝ) :
    tangentProj D X = D * X + X * D - D * X * D - D * X * D := by
  have e : tangentProj D X = (D * D) * X + X * (D * D) - D * X * D - D * X * D := by
    unfold tangentProj comm
    noncomm_ring
  rw [e, h]
```

Put Y = P(X). Then

DY = DX − DXD,
YD = XD − DXD,

and the sum is Y. So every double commutator solves the tangent equation; symmetry of D is not needed here.

```lean
/-- For an idempotent `D`, every double commutator `Y = [D, [D, X]]` satisfies
`D Y + Y D = Y`. -/
theorem tangentProj_anticomm {D : Matrix n n ℝ} (h : D * D = D) (X : Matrix n n ℝ) :
    D * tangentProj D X + tangentProj D X * D = tangentProj D X := by
  rw [tangentProj_eq h]
  have e : D * (D * X + X * D - D * X * D - D * X * D)
      + (D * X + X * D - D * X * D - D * X * D) * D
      = (D * D) * X + X * (D * D) + D * X * D + D * X * D
        - (D * D) * X * D - (D * D) * X * D - D * X * (D * D) - D * X * (D * D) := by
    noncomm_ring
  rw [e, h]
  abel
```

Conversely, let DX + XD = X. Multiplying by D from the left gives DX + DXD = DX, hence DXD = 0: X has no occupied–occupied block. The formula for P then leaves

P(X) = DX + XD = X.

```lean
/-- For an idempotent `D`, the double commutator leaves every solution of
`D X + X D = X` unchanged. -/
theorem tangentProj_fixed {D X : Matrix n n ℝ} (h : D * D = D)
    (hX : D * X + X * D = X) : tangentProj D X = X := by
  -- the block `D X D` vanishes
  have hz : D * X * D = 0 := by
    calc D * X * D = D * (D * X + X * D) - D * D * X := by noncomm_ring
      _ = 0 := by rw [hX, h, sub_self]
  rw [tangentProj_eq h, hz, hX, sub_zero, sub_zero]
```

These two facts give P(P(X)) = P(X) for every X. They also give the range. If Y is symmetric, so is P(Y) = DY + YD − 2DYD, because Dᵀ = D, and P(Y) is then a tangent direction. Conversely, each tangent direction is its own preimage. For the Frobenius product tr(XᵀY), cyclicity of the trace moves D from one factor to the other:

tr(P(X)ᵀY) = tr(XᵀDY) + tr(DXᵀY) − 2 tr(DXᵀDY)
= tr(XᵀDY) + tr(XᵀYD) − 2 tr(XᵀDYD)
= tr(XᵀP(Y)).

The theorem states the three properties together. Its first two parts hold for all real matrices, while the third concerns the image of the symmetric ones. In the proof, `h1` and `h2` are the two cyclic moves, and `linarith` combines them.

```lean
/-- At a symmetric projector `D`, the map `X ↦ [D, [D, X]]` is idempotent and self-adjoint for
the Frobenius product `tr(Xᵀ Y)`, and it maps the symmetric matrices onto the tangent
directions at `D`. -/
theorem tangentProj_orthogonal_projection {D : Matrix n n ℝ} (h : IsDensity D) :
    (∀ X, tangentProj D (tangentProj D X) = tangentProj D X) ∧
    (∀ X Y, trace ((tangentProj D X)ᵀ * Y) = trace (Xᵀ * tangentProj D Y)) ∧
    (∀ X, (∃ Y, Yᵀ = Y ∧ tangentProj D Y = X) ↔ IsTangent D X) := by
  refine ⟨fun X => tangentProj_fixed h.idem (tangentProj_anticomm h.idem X), ?_, ?_⟩
  · intro X Y
    -- cyclicity of the trace moves D from one factor to the other
    have h1 := trace_mul_comm D (Xᵀ * Y)
    have h2 := trace_mul_comm D (Xᵀ * D * Y)
    rw [tangentProj_eq h.idem, tangentProj_eq h.idem]
    simp only [transpose_sub, transpose_add, transpose_mul, h.transpose_eq, add_mul, sub_mul,
      mul_add, mul_sub, trace_add, trace_sub, mul_assoc] at h1 h2 ⊢
    linarith
  · intro X
    constructor
    · rintro ⟨Y, hY, rfl⟩
      refine ⟨?_, tangentProj_anticomm h.idem Y⟩
      rw [tangentProj_eq h.idem]
      simp only [transpose_sub, transpose_add, transpose_mul, h.transpose_eq, hY, mul_assoc]
      abel
    · intro hX
      exact ⟨X, hX.transpose_eq, tangentProj_fixed h.idem hX.anticomm⟩
```

## Tangent directions as velocities

Let Kᵀ = −K, and write U = exp(tK), V = exp(−tK). Then Uᵀ = V and VU = 1, so

(UDV)ᵀ = UDV,
(UDV)² = UD(VU)DV = UD²V = UDV.

The rotated matrix is therefore a symmetric projector at every t, not only to first order.

```lean
/-- Rotating a symmetric projector with an antisymmetric generator gives a symmetric projector
at every `t`. -/
theorem rotated_isDensity {D K : Matrix n n ℝ} (h : IsDensity D) (hK : Kᵀ = -K) (t : ℝ) :
    IsDensity (rotated D K t) := by
  have hVU : NormedSpace.exp (t • (-K)) * NormedSpace.exp (t • K) = 1 := by
    rw [← Matrix.exp_add_of_commute _ _
      (((Commute.refl K).neg_left.smul_left t).smul_right t), smul_neg, neg_add_cancel,
      NormedSpace.exp_zero]
  constructor
  · unfold rotated
    rw [transpose_mul, transpose_mul, ← Matrix.exp_transpose, ← Matrix.exp_transpose,
      transpose_smul, transpose_smul, transpose_neg, hK, neg_neg, h.transpose_eq, mul_assoc]
  · unfold rotated
    generalize NormedSpace.exp (t • (-K)) = V at *
    generalize NormedSpace.exp (t • K) = U at *
    calc U * D * V * (U * D * V) = U * D * (V * U) * D * V := by noncomm_ring
      _ = U * (D * D) * V := by rw [hVU, mul_one, mul_assoc U D D]
      _ = U * D * V := by rw [h.idem]
```

Given a tangent X, choose K = [X,D], which is antisymmetric. The rotation starts at D with velocity

KD − DK = [D,[D,X]] = X.

For the other direction, take any curve γ of symmetric projectors with γ(0) = D and velocity X at t = 0. Differentiating γ(t)_ij = Σ_k γ(t)_ik γ(t)_kj there gives

X_ij = Σ_k (X_ik D_kj + D_ik X_kj),

which is X = XD + DX; differentiating γ(t)_ji = γ(t)_ij gives Xᵀ = X. The Lean statement asks for derivatives only at t = 0, entry by entry through `HasDerivAt`. In the proof, `unique` equates two derivatives of the same entry.

The first half turns on a choice of norm. Mathlib puts no default norm on matrices, but its derivative of the exponential, `hasDerivAt_exp_smul_const`, needs a normed algebra. The two `let _` lines install one inside the proof only. The linear map `L` then reads off entry (i, j); it is continuous because the space is finite-dimensional, so the matrix derivative passes to each entry and no norm appears in the theorem.

```lean
/-- At a symmetric projector `D`, the tangent directions are exactly the velocities at `D` of curves
of symmetric projectors that pass through `D` at `t = 0` and are differentiable there. -/
theorem isTangent_iff_velocity {D : Matrix n n ℝ} (h : IsDensity D) (X : Matrix n n ℝ) :
    IsTangent D X ↔ ∃ γ : ℝ → Matrix n n ℝ, (∀ t, IsDensity (γ t)) ∧ γ 0 = D ∧
      ∀ i j, HasDerivAt (fun t => γ t i j) (X i j) 0 := by
  constructor
  · intro hX
    have hK : (comm X D)ᵀ = -comm X D := by
      simp only [comm, transpose_sub, transpose_mul, hX.transpose_eq, h.transpose_eq]
      abel
    refine ⟨rotated D (comm X D), rotated_isDensity h hK, by simp [rotated], ?_⟩
    intro i j
    -- the initial velocity of the rotation is the double commutator, which is X
    have hv : comm X D * D + D * (-comm X D) = X := by
      calc comm X D * D + D * (-comm X D) = tangentProj D X := by
            unfold tangentProj comm
            noncomm_ring
        _ = X := tangentProj_fixed h.idem hX.anticomm
    let _ : NormedRing (Matrix n n ℝ) := Matrix.linftyOpNormedRing
    let _ : NormedAlgebra ℝ (Matrix n n ℝ) := Matrix.linftyOpNormedAlgebra
    have h1 := hasDerivAt_exp_smul_const (comm X D) (0 : ℝ)
    have h2 := hasDerivAt_exp_smul_const (-comm X D) (0 : ℝ)
    have h3 := (h1.mul_const D).fun_mul h2
    simp only [zero_smul, NormedSpace.exp_zero, one_mul, mul_one] at h3
    rw [hv] at h3
    let L : Matrix n n ℝ →ₗ[ℝ] ℝ :=
      { toFun := fun M => M i j, map_add' := fun _ _ => rfl, map_smul' := fun _ _ => rfl }
    exact (LinearMap.toContinuousLinearMap L).hasFDerivAt.comp_hasDerivAt (0 : ℝ) h3
  · rintro ⟨γ, hγ, h0, hd⟩
    constructor
    · ext i j
      have e : (fun t => γ t j i) = fun t => γ t i j := by
        funext t
        exact congrFun (congrFun (hγ t).transpose_eq i) j
      have h1 := hd j i
      rw [e] at h1
      exact h1.unique (hd i j)
    · ext i j
      -- differentiate the idempotency condition entry by entry
      have e : (fun t => γ t i j) = fun t => ∑ k, γ t i k * γ t k j := by
        funext t
        have h1 := congrFun (congrFun (hγ t).idem i) j
        rw [Matrix.mul_apply] at h1
        exact h1.symm
      have h1 := hd i j
      rw [e] at h1
      have h2 := h1.unique (HasDerivAt.fun_sum (u := Finset.univ)
        (fun k _ => (hd i k).fun_mul (hd k j)))
      rw [Finset.sum_add_distrib, h0] at h2
      rw [Matrix.add_apply, Matrix.mul_apply, Matrix.mul_apply]
      linarith
```

## Vanishing gradient and the SCF condition

If DF = FD, then P(F) = 0 at once. For the converse, a third commutator with D gives back the first:

[D,P(F)] = [D,F].

So P(F) = 0 forces DF = FD. This needs D² = D but no symmetry of F.

```lean
/-- For an idempotent `D` and any `F`, the double commutator `[D, [D, F]]` vanishes exactly when
`D F = F D`. -/
theorem projected_gradient_eq_zero_iff {D : Matrix n n ℝ} (h : D * D = D)
    (F : Matrix n n ℝ) : tangentProj D F = 0 ↔ D * F = F * D := by
  constructor
  · intro h0
    -- a third commutator with D gives back the first
    have e : D * tangentProj D F - tangentProj D F * D = D * F - F * D := by
      rw [tangentProj_eq h]
      have e1 : D * (D * F + F * D - D * F * D - D * F * D)
          - (D * F + F * D - D * F * D - D * F * D) * D
          = (D * D) * F - F * (D * D) - (D * D) * F * D - (D * D) * F * D
            + D * F * (D * D) + D * F * (D * D) := by
        noncomm_ring
      rw [e1, h]
      abel
    rw [h0, mul_zero, zero_mul, sub_zero] at e
    exact sub_eq_zero.1 e.symm
  · intro hc
    simp [tangentProj, comm, hc]
```

When F is the derivative of an energy with respect to D, tr(FX) is the first-order energy change along X. Suppose it vanishes for every tangent X. Testing with X = P(F) gives

0 = tr(F P(F)) = tr(P(F)ᵀP(F)) = Σ_ij (P(F)_ij)²,

so every entry of P(F) is zero. Conversely, if P(F) = 0 and X is tangent, then

tr(FX) = tr(F P(X)) = tr(P(F)ᵀX) = 0.

For direct minimization in a finite, real, orthonormal basis, a vanishing projected gradient is thus the familiar SCF condition DF = FD. The theorem takes F as a given symmetric matrix: no energy functional is constructed, and a stationary point need not be a minimum.

```lean
/-- At a symmetric projector `D` and for a symmetric Fock matrix `F`, the first-order change
`tr(F X)` vanishes for all tangent directions `X` exactly when `D F = F D`. -/
theorem stationary_iff_commute {D F : Matrix n n ℝ} (h : IsDensity D) (hF : Fᵀ = F) :
    (∀ X, IsTangent D X → trace (F * X) = 0) ↔ D * F = F * D := by
  obtain ⟨hidem, hadj, hrange⟩ := tangentProj_orthogonal_projection h
  rw [← projected_gradient_eq_zero_iff h.idem]
  constructor
  · intro hs
    -- test with the projected gradient itself: its Frobenius norm must vanish
    have h1 := hs _ ((hrange _).1 ⟨F, hF, rfl⟩)
    have h2 := hadj F (tangentProj D F)
    rw [hidem, hF, h1] at h2
    simp only [trace, diag_apply, Matrix.mul_apply, transpose_apply] at h2
    ext k i
    have h3 := (Finset.sum_eq_zero_iff_of_nonneg (fun i _ =>
      Finset.sum_nonneg (fun k _ => mul_self_nonneg _))).1 h2 i (Finset.mem_univ i)
    have h4 := (Finset.sum_eq_zero_iff_of_nonneg (fun k _ =>
      mul_self_nonneg _)).1 h3 k (Finset.mem_univ k)
    exact mul_self_eq_zero.1 h4
  · intro h0 X hX
    have h1 := hadj F X
    rw [h0, tangentProj_fixed h.idem hX.anticomm, hF, transpose_zero, zero_mul,
      trace_zero] at h1
    exact h1.symm
```

## One level and two levels

With a single level, D is 0 or 1, and the tangent equation 2DX = X leaves only X = 0: there is nothing to rotate. With two levels and the first one occupied, a symmetric X with diagonal entries a, c and off-diagonal entry b satisfies the tangent equation exactly when a = c = 0. The one remaining direction mixes the occupied level with the empty one, and P(F) = 0 says that F does not couple them. The theorem below checks this D and the direction with b = 1.

```lean
/-- In a two-level system, the projector on the first level is a density matrix, and the
matrix exchanging the two levels is a tangent direction there. -/
theorem isTangent_witness :
    IsDensity (!![1, 0; 0, 0] : Matrix (Fin 2) (Fin 2) ℝ) ∧
    IsTangent (!![1, 0; 0, 0] : Matrix (Fin 2) (Fin 2) ℝ) !![0, 1; 1, 0] := by
  refine ⟨⟨?_, ?_⟩, ⟨?_, ?_⟩⟩ <;> ext i j <;> fin_cases i <;> fin_cases j <;>
    simp [Matrix.mul_apply, Fin.sum_univ_succ]

end

end DensityManifold
```

```lean
#print axioms DensityManifold.tangentProj_orthogonal_projection
#print axioms DensityManifold.isTangent_iff_velocity
#print axioms DensityManifold.stationary_iff_commute
```

```
'DensityManifold.tangentProj_orthogonal_projection' depends on axioms: [propext, Classical.choice, Quot.sound]
'DensityManifold.isTangent_iff_velocity' depends on axioms: [propext, Classical.choice, Quot.sound]
'DensityManifold.stationary_iff_commute' depends on axioms: [propext, Classical.choice, Quot.sound]
```
